# Thomas-Fermi solutions with the same starting value separate at least as fast as their initial slope difference times $x$

Take a nonnegative solution of the Thomas-Fermi equation

$$\chi''(x)=\frac{\chi(x)^{3/2}}{\sqrt{x}}$$

that starts from $\chi(0)=0$ with slope $B>0$. The right-hand side is never negative, so the slope never drops below $B$, and $\chi(x)\ge Bx$. The zero function also solves the equation, so this is a statement about two solutions: they start together and are at least $Bx$ apart.

The same holds for any two solutions $\chi_1,\chi_2\ge 0$ that are continuously differentiable on $[0,X]$ and solve the equation on $(0,X)$. If $\chi_1(0)=\chi_2(0)$ and the initial slopes satisfy $B_1>B_2$, then

$$\chi_1(x)-\chi_2(x)\ \ge\ (B_1-B_2)\,x\qquad (0\le x\le X).$$

Consequently, bounded nonnegative solutions on $[0,\infty)$ with the same value at $0$ share one initial slope, and in fact coincide.

## Bisection on the initial slope

In the Thomas-Fermi model of an isolated atom, a statistical model without exchange or gradient corrections, $\chi$ is the screening function and $x$ the scaled distance from the nucleus. The condition $\chi(0)=1$ says that the bare nuclear potential is recovered at the nucleus. For the neutral atom, a shooting code looks for the slope $B_*$ of the bounded solution $\chi_*$.

The bound, together with the fact that the slope difference never falls below its initial value (proved below), justifies the usual bracketing tests. If a trial curve reaches zero at some $x>0$, its slope is not above $B_*$, because a higher shot would still be at least $(B-B_*)x$ above $\chi_*$. If a nonnegative trial curve turns upward, its slope is not below $B_*$: otherwise $\chi_*$ would be rising even faster at that point and, being convex, could not stay bounded.

The bound also limits accuracy. A slope error of $10^{-8}$ shifts the exact solution by at least $10^{-7}$ at $x=10$, provided both solutions reach that far and stay nonnegative. This is a floor, not an estimate: the gap grows faster than linearly, so the actual shift is larger. A tighter integrator tolerance does not remove this error.

## From the sign of the source to the linear gap

Write $w=\chi_1-\chi_2$ and $\delta=B_1-B_2>0$. Inside the interval,

$$w''=\frac{\chi_1^{3/2}-\chi_2^{3/2}}{\sqrt{x}},$$

which has the same sign as $w$ or vanishes, since the source increases with $\chi$. Therefore

$$(ww')'=w'^2+ww''\ge 0.$$

As $w(0)=0$, the product $ww'$ starts at zero and stays nonnegative. Then $(w^2)'=2ww'\ge0$, so $w^2$ never decreases.

Suppose $w(c)<0$ for some $c>0$. Because $w'(0)=\delta>0$ and $w'$ is continuous, there is a point $a$ with $0<a<c$ and $w(a)>0$. By continuity $w$ has a zero $z$ between $a$ and $c$, which contradicts $w(z)^2\ge w(a)^2>0$. Hence $w\ge0$ throughout.

Now $w''\ge0$, so $w'(x)\ge w'(0)=\delta$. The function $w(x)-\delta x$ vanishes at $0$ and has a nonnegative derivative, which gives $w(x)\ge\delta x$.

On the half-line this yields $\chi_1(x)\ge\chi_2(x)+\delta x\ge\delta x$, which exceeds any proposed bound. Two bounded solutions with the same starting value therefore cannot have different slopes.

To see that they coincide, let $\chi_i\le M_i$ and suppose $k=w(a)w'(a)>0$ for some $a>0$. Since $ww'$ never decreases, $(w^2)'\ge2k$ beyond $a$, and

$$w(x)^2\ge w(a)^2+2k(x-a).$$

This contradicts $|w|\le M_1+M_2$. So $ww'\le0$ everywhere, $w^2$ cannot rise from its initial value zero, and $w=0$.

## Unequal starting values can break the bound

Take $\chi_1=0$, and let $\chi_2$ start from $\chi_2(0)=1$ with slope $-1$, on an interval short enough that $\chi_2$ stays positive. The slopes are ordered as required, with $B_1-B_2=1$, but $\chi_1-\chi_2=-\chi_2$ is negative, not at least $x$.

Adding the initial offset does not repair the inequality. It would then require $\chi_2(x)\le1-x$, whereas $\chi_2''>0$ puts $\chi_2$ strictly above that tangent for $x>0$.

## The Lean file

```lean
import Mathlib

open Set

namespace ThomasFermiShooting

noncomputable section

/-- The right-hand side `χ^(3/2) / √x` of the Thomas-Fermi equation, for `χ ≥ 0` and `x > 0`. -/
def tfSource (χ x : ℝ) : ℝ := χ ^ (3 / 2 : ℝ) / √x

/-- `χ` is a nonnegative, continuously differentiable function on `[0, X]` with slope `s`,
and it solves the Thomas-Fermi equation `χ'' = χ^(3/2) / √x` on `(0, X)`. -/
structure IsTFSolutionOn (X : ℝ) (χ s : ℝ → ℝ) : Prop where
  nonneg : ∀ x ∈ Icc 0 X, 0 ≤ χ x
  slope : ∀ x ∈ Icc 0 X, HasDerivWithinAt χ (s x) (Icc 0 X) x
  slope_cont : ContinuousOn s (Icc 0 X)
  eqn : ∀ x ∈ Ioo 0 X, HasDerivAt s (tfSource (χ x) x) x

/-- `χ` with slope `s` is a nonnegative Thomas-Fermi solution on the half-line `x ≥ 0`. -/
def IsTFSolution (χ s : ℝ → ℝ) : Prop := ∀ X, 0 < X → IsTFSolutionOn X χ s

variable {X : ℝ} {χ₁ χ₂ s₁ s₂ : ℝ → ℝ}

/-- A function that is continuous on a closed interval and has a nonnegative derivative inside it
does not decrease from the left end to the right end. -/
theorem le_of_hasDerivAt_nonneg {f f' : ℝ → ℝ} {a b : ℝ} (hab : a ≤ b)
    (hc : ContinuousOn f (Icc a b)) (hd : ∀ x ∈ Ioo a b, HasDerivAt f (f' x) x)
    (h0 : ∀ x ∈ Ioo a b, 0 ≤ f' x) : f a ≤ f b := by
  rcases eq_or_lt_of_le hab with rfl | hlt
  · exact le_rfl
  · obtain ⟨ξ, hξ, h⟩ := exists_hasDerivAt_eq_slope f f' hlt hc hd
    have h1 := h0 ξ hξ
    rw [h] at h1
    by_contra hn
    rw [not_le] at hn
    exact absurd h1 (not_le_of_gt (div_neg_of_neg_of_pos (by linarith) (by linarith)))

/-- The Thomas-Fermi source term is nondecreasing in `χ` for `χ ≥ 0`. -/
theorem tfSource_mono {u v : ℝ} (x : ℝ) (hu : 0 ≤ u) (huv : u ≤ v) :
    tfSource u x ≤ tfSource v x := by
  unfold tfSource
  rw [div_eq_mul_inv, div_eq_mul_inv]
  exact mul_le_mul_of_nonneg_right (Real.rpow_le_rpow hu huv (by norm_num))
    (inv_nonneg.2 (Real.sqrt_nonneg x))

/-- The gap between two solutions is continuous on `[0, X]`, and inside the interval its
derivative is the difference of the slopes. -/
theorem gap_regular (h₁ : IsTFSolutionOn X χ₁ s₁) (h₂ : IsTFSolutionOn X χ₂ s₂) :
    ContinuousOn (fun x => χ₁ x - χ₂ x) (Icc 0 X) ∧
      ∀ x ∈ Ioo 0 X, HasDerivAt (fun x => χ₁ x - χ₂ x) (s₁ x - s₂ x) x := by
  refine ⟨fun x hx => ((h₁.slope x hx).continuousWithinAt.sub
    (h₂.slope x hx).continuousWithinAt), fun x hx => ?_⟩
  have hn := Icc_mem_nhds hx.1 hx.2
  exact ((h₁.slope x (Ioo_subset_Icc_self hx)).hasDerivAt hn).fun_sub
    ((h₂.slope x (Ioo_subset_Icc_self hx)).hasDerivAt hn)

/-- The product of the gap between two solutions and the gap between their slopes never
decreases with `x`. -/
theorem gap_mul_slope_mono (h₁ : IsTFSolutionOn X χ₁ s₁) (h₂ : IsTFSolutionOn X χ₂ s₂)
    {a b : ℝ} (ha : 0 ≤ a) (hab : a ≤ b) (hb : b ≤ X) :
    (χ₁ a - χ₂ a) * (s₁ a - s₂ a) ≤ (χ₁ b - χ₂ b) * (s₁ b - s₂ b) := by
  obtain ⟨hc, hd⟩ := gap_regular h₁ h₂
  have hI : ∀ x ∈ Ioo a b, x ∈ Ioo 0 X :=
    fun x hx => ⟨ha.trans_lt hx.1, hx.2.trans_le hb⟩
  refine le_of_hasDerivAt_nonneg (f := fun x => (χ₁ x - χ₂ x) * (s₁ x - s₂ x))
    (f' := fun x => (s₁ x - s₂ x) * (s₁ x - s₂ x)
      + (χ₁ x - χ₂ x) * (tfSource (χ₁ x) x - tfSource (χ₂ x) x)) hab
    ((hc.mul (h₁.slope_cont.sub h₂.slope_cont)).mono (Icc_subset_Icc ha hb))
    (fun x hx => (hd x (hI x hx)).fun_mul
      ((h₁.eqn x (hI x hx)).fun_sub (h₂.eqn x (hI x hx)))) (fun x hx => ?_)
  have hx' := Ioo_subset_Icc_self (hI x hx)
  -- the gap and the difference of the sources have the same sign
  refine add_nonneg (mul_self_nonneg _) ?_
  rcases le_total (χ₂ x) (χ₁ x) with h | h
  · exact mul_nonneg (sub_nonneg.2 h) (sub_nonneg.2 (tfSource_mono x (h₂.nonneg x hx') h))
  · exact mul_nonneg_of_nonpos_of_nonpos (sub_nonpos.2 h)
      (sub_nonpos.2 (tfSource_mono x (h₁.nonneg x hx') h))

/-- Of two solutions with the same value at the origin, the one with the larger initial slope
never falls below the other. -/
theorem gap_nonneg (h₁ : IsTFSolutionOn X χ₁ s₁) (h₂ : IsTFSolutionOn X χ₂ s₂)
    (h0 : χ₁ 0 = χ₂ 0) (hB : s₂ 0 < s₁ 0) {c : ℝ} (hc : c ∈ Icc 0 X) :
    0 ≤ χ₁ c - χ₂ c := by
  by_contra hneg
  rw [not_le] at hneg
  obtain ⟨hw, hd⟩ := gap_regular h₁ h₂
  have hc0 : 0 < c := by
    rcases eq_or_lt_of_le hc.1 with h | h
    · rw [← h, h0, sub_self] at hneg
      exact absurd hneg (lt_irrefl 0)
    · exact h
  -- the slope gap stays positive close to the origin
  have hcont : ContinuousWithinAt (fun x => s₁ x - s₂ x) (Icc 0 X) 0 :=
    (h₁.slope_cont.sub h₂.slope_cont) 0 ⟨le_rfl, hc.1.trans hc.2⟩
  obtain ⟨d, hdpos, hnear⟩ := Metric.continuousWithinAt_iff.1 hcont _ (sub_pos.2 hB)
  obtain ⟨a, ha, had, hac⟩ : ∃ a, 0 < a ∧ a < d ∧ a ≤ c :=
    ⟨min (d / 2) c, lt_min (by linarith) hc0,
      (min_le_left _ _).trans_lt (by linarith), min_le_right _ _⟩
  have haX : a ≤ X := hac.trans hc.2
  obtain ⟨ξ, hξ, hslope⟩ := exists_hasDerivAt_eq_slope (fun x => χ₁ x - χ₂ x)
    (fun x => s₁ x - s₂ x) ha (hw.mono (Icc_subset_Icc_right haX))
    (fun x hx => hd x ⟨hx.1, hx.2.trans_le haX⟩)
  have hs : (s₁ ξ - s₂ ξ) * (a - 0) = (χ₁ a - χ₂ a) - (χ₁ 0 - χ₂ 0) :=
    (eq_div_iff (by rw [sub_zero]; exact ha.ne')).1 hslope
  have hdist : |(s₁ ξ - s₂ ξ) - (s₁ 0 - s₂ 0)| < s₁ 0 - s₂ 0 := by
    have hξd : dist ξ 0 < d := by
      rw [Real.dist_eq, sub_zero, abs_of_pos hξ.1]
      exact hξ.2.trans had
    exact hnear ⟨hξ.1.le, hξ.2.le.trans haX⟩ hξd
  have hsξ : 0 < s₁ ξ - s₂ ξ := by linarith [(abs_lt.1 hdist).1]
  have hwa : 0 < χ₁ a - χ₂ a := by
    have hp := mul_pos hsξ ha
    rw [sub_zero, h0, sub_self, sub_zero] at hs
    rwa [hs] at hp
  -- a sign change would need a zero of the gap, but its square cannot decrease
  have hmem : (0 : ℝ) ∈ Icc (χ₁ c - χ₂ c) (χ₁ a - χ₂ a) := ⟨hneg.le, hwa.le⟩
  obtain ⟨z, hz, hz0⟩ := intermediate_value_Icc' hac (hw.mono (Icc_subset_Icc ha.le hc.2)) hmem
  have hz0' : χ₁ z - χ₂ z = 0 := hz0
  have hzX : z ≤ X := hz.2.trans hc.2
  have hsq : (χ₁ a - χ₂ a) * (χ₁ a - χ₂ a) ≤ (χ₁ z - χ₂ z) * (χ₁ z - χ₂ z) := by
    have hI : ∀ x ∈ Ioo a z, x ∈ Ioo 0 X :=
      fun x hx => ⟨ha.trans hx.1, hx.2.trans_le hzX⟩
    refine le_of_hasDerivAt_nonneg (f := fun x => (χ₁ x - χ₂ x) * (χ₁ x - χ₂ x))
      (f' := fun x => (s₁ x - s₂ x) * (χ₁ x - χ₂ x) + (χ₁ x - χ₂ x) * (s₁ x - s₂ x)) hz.1
      ((hw.mul hw).mono (Icc_subset_Icc ha.le hzX))
      (fun x hx => (hd x (hI x hx)).fun_mul (hd x (hI x hx))) (fun x hx => ?_)
    have hp := gap_mul_slope_mono h₁ h₂ le_rfl (hI x hx).1.le (hI x hx).2.le
    rw [h0, sub_self, zero_mul] at hp
    linarith [mul_comm (s₁ x - s₂ x) (χ₁ x - χ₂ x)]
  rw [hz0', mul_zero] at hsq
  exact absurd hsq (not_le_of_gt (mul_pos hwa hwa))

/-- For two solutions with the same value at the origin and different initial slopes, the slope
gap never falls below its initial value. -/
theorem slope_gap (h₁ : IsTFSolutionOn X χ₁ s₁) (h₂ : IsTFSolutionOn X χ₂ s₂)
    (h0 : χ₁ 0 = χ₂ 0) (hB : s₂ 0 < s₁ 0) {x : ℝ} (hx : x ∈ Icc 0 X) :
    s₁ 0 - s₂ 0 ≤ s₁ x - s₂ x := by
  have hI : ∀ y ∈ Ioo 0 x, y ∈ Ioo 0 X := fun y hy => ⟨hy.1, hy.2.trans_le hx.2⟩
  refine le_of_hasDerivAt_nonneg (f := fun y => s₁ y - s₂ y)
    (f' := fun y => tfSource (χ₁ y) y - tfSource (χ₂ y) y) hx.1
    ((h₁.slope_cont.sub h₂.slope_cont).mono (Icc_subset_Icc_right hx.2))
    (fun y hy => (h₁.eqn y (hI y hy)).fun_sub (h₂.eqn y (hI y hy))) (fun y hy => ?_)
  have hy' := Ioo_subset_Icc_self (hI y hy)
  exact sub_nonneg.2 (tfSource_mono y (h₂.nonneg y hy')
    (sub_nonneg.1 (gap_nonneg h₁ h₂ h0 hB hy')))

/-- Shooting instability: two solutions that start from the same value with slopes `B₁ > B₂`
are at least `(B₁ - B₂) x` apart at every `x` in `[0, X]`. -/
theorem shooting_instability (h₁ : IsTFSolutionOn X χ₁ s₁) (h₂ : IsTFSolutionOn X χ₂ s₂)
    (h0 : χ₁ 0 = χ₂ 0) (hB : s₂ 0 < s₁ 0) {x : ℝ} (hx : x ∈ Icc 0 X) :
    (s₁ 0 - s₂ 0) * x ≤ χ₁ x - χ₂ x := by
  obtain ⟨hw, hd⟩ := gap_regular h₁ h₂
  have hI : ∀ y ∈ Ioo 0 x, y ∈ Ioo 0 X := fun y hy => ⟨hy.1, hy.2.trans_le hx.2⟩
  have hl : ContinuousOn (fun y : ℝ => (s₁ 0 - s₂ 0) * y) (Icc 0 X) :=
    (continuous_const.mul continuous_id).continuousOn
  have key : (χ₁ 0 - χ₂ 0) - (s₁ 0 - s₂ 0) * 0 ≤ (χ₁ x - χ₂ x) - (s₁ 0 - s₂ 0) * x :=
    le_of_hasDerivAt_nonneg (f := fun y => (χ₁ y - χ₂ y) - (s₁ 0 - s₂ 0) * y)
      (f' := fun y => (s₁ y - s₂ y) - (s₁ 0 - s₂ 0) * 1) hx.1
      ((hw.sub hl).mono (Icc_subset_Icc_right hx.2))
      (fun y hy => (hd y (hI y hy)).fun_sub ((hasDerivAt_id' y).const_mul (s₁ 0 - s₂ 0)))
      (fun y hy => by
        have := slope_gap h₁ h₂ h0 hB (Ioo_subset_Icc_self (hI y hy))
        linarith)
  rw [h0] at key
  linarith

/-- Of two half-line solutions with the same value at the origin, the one with the larger
initial slope exceeds every bound. -/
theorem higher_shot_unbounded (h₁ : IsTFSolution χ₁ s₁) (h₂ : IsTFSolution χ₂ s₂)
    (h0 : χ₁ 0 = χ₂ 0) (hB : s₂ 0 < s₁ 0) (M : ℝ) : ∃ x, 0 ≤ x ∧ M < χ₁ x := by
  have hδ : 0 < s₁ 0 - s₂ 0 := sub_pos.2 hB
  have hx : 0 < (|M| + 1) / (s₁ 0 - s₂ 0) := div_pos (by positivity) hδ
  refine ⟨_, hx.le, ?_⟩
  have hgap := shooting_instability (h₁ _ hx) (h₂ _ hx) h0 hB ⟨hx.le, le_rfl⟩
  rw [mul_div_cancel₀ _ hδ.ne'] at hgap
  linarith [(h₂ _ hx).nonneg _ ⟨hx.le, le_rfl⟩, le_abs_self M]

/-- All bounded nonnegative half-line solutions with the same value at the origin share one
initial slope. -/
theorem bounded_slope_unique (h₁ : IsTFSolution χ₁ s₁) (h₂ : IsTFSolution χ₂ s₂)
    (h0 : χ₁ 0 = χ₂ 0) {M₁ M₂ : ℝ} (hM₁ : ∀ x, 0 ≤ x → χ₁ x ≤ M₁)
    (hM₂ : ∀ x, 0 ≤ x → χ₂ x ≤ M₂) : s₁ 0 = s₂ 0 := by
  rcases lt_trichotomy (s₁ 0) (s₂ 0) with h | h | h
  · obtain ⟨x, hx, hlt⟩ := higher_shot_unbounded h₂ h₁ h0.symm h M₂
    exact absurd (hM₂ x hx) (not_le_of_gt hlt)
  · exact h
  · obtain ⟨x, hx, hlt⟩ := higher_shot_unbounded h₁ h₂ h0 h M₁
    exact absurd (hM₁ x hx) (not_le_of_gt hlt)

/-- Two bounded nonnegative half-line solutions with the same value at the origin coincide at
every `x ≥ 0`. -/
theorem bounded_solution_unique (h₁ : IsTFSolution χ₁ s₁) (h₂ : IsTFSolution χ₂ s₂)
    (h0 : χ₁ 0 = χ₂ 0) {M₁ M₂ : ℝ} (hM₁ : ∀ x, 0 ≤ x → χ₁ x ≤ M₁)
    (hM₂ : ∀ x, 0 ≤ x → χ₂ x ≤ M₂) {x : ℝ} (hx : 0 ≤ x) : χ₁ x = χ₂ x := by
  -- a positive product of gap and slope gap would make the squared gap grow linearly
  have hprod : ∀ a, 0 < a → (χ₁ a - χ₂ a) * (s₁ a - s₂ a) ≤ 0 := by
    intro a ha
    by_contra hk
    rw [not_le] at hk
    obtain ⟨k, hkdef⟩ : ∃ k, k = (χ₁ a - χ₂ a) * (s₁ a - s₂ a) := ⟨_, rfl⟩
    rw [← hkdef] at hk
    obtain ⟨L, hL, hkL⟩ : ∃ L, 0 < L ∧ 2 * k * L = (M₁ + M₂) ^ 2 + 1 :=
      ⟨((M₁ + M₂) ^ 2 + 1) / (2 * k), by positivity, by field_simp⟩
    have hb : 0 < a + L := by linarith
    have H₁ := h₁ _ hb
    have H₂ := h₂ _ hb
    obtain ⟨hw, hd⟩ := gap_regular H₁ H₂
    have hl : ContinuousOn (fun y : ℝ => 2 * k * y) (Icc 0 (a + L)) :=
      (continuous_const.mul continuous_id).continuousOn
    have hgrow : (χ₁ a - χ₂ a) * (χ₁ a - χ₂ a) - 2 * k * a
        ≤ (χ₁ (a + L) - χ₂ (a + L)) * (χ₁ (a + L) - χ₂ (a + L)) - 2 * k * (a + L) :=
      le_of_hasDerivAt_nonneg (f := fun y => (χ₁ y - χ₂ y) * (χ₁ y - χ₂ y) - 2 * k * y)
        (f' := fun y => (s₁ y - s₂ y) * (χ₁ y - χ₂ y) + (χ₁ y - χ₂ y) * (s₁ y - s₂ y)
          - 2 * k * 1) (by linarith)
        (((hw.mul hw).sub hl).mono (Icc_subset_Icc_left ha.le))
        (fun y hy => ((hd y ⟨ha.trans hy.1, hy.2⟩).fun_mul
          (hd y ⟨ha.trans hy.1, hy.2⟩)).fun_sub ((hasDerivAt_id' y).const_mul (2 * k)))
        (fun y hy => by
          have hp := gap_mul_slope_mono H₁ H₂ ha.le hy.1.le hy.2.le
          rw [← hkdef] at hp
          linarith [mul_comm (s₁ y - s₂ y) (χ₁ y - χ₂ y)])
    have n₁ := H₁.nonneg _ ⟨hb.le, le_rfl⟩
    have n₂ := H₂.nonneg _ ⟨hb.le, le_rfl⟩
    have m₁ := hM₁ _ hb.le
    have m₂ := hM₂ _ hb.le
    have hbound : (χ₁ (a + L) - χ₂ (a + L)) ^ 2 ≤ (M₁ + M₂) ^ 2 :=
      sq_le_sq' (by linarith) (by linarith)
    nlinarith [mul_self_nonneg (χ₁ a - χ₂ a)]
  rcases eq_or_lt_of_le hx with rfl | hpos
  · exact h0
  -- hence the squared gap cannot grow from its initial value zero
  obtain ⟨hw, hd⟩ := gap_regular (h₁ x hpos) (h₂ x hpos)
  have key : -((χ₁ 0 - χ₂ 0) * (χ₁ 0 - χ₂ 0)) ≤ -((χ₁ x - χ₂ x) * (χ₁ x - χ₂ x)) :=
    le_of_hasDerivAt_nonneg (f := fun y => -((χ₁ y - χ₂ y) * (χ₁ y - χ₂ y)))
      (f' := fun y => -((s₁ y - s₂ y) * (χ₁ y - χ₂ y) + (χ₁ y - χ₂ y) * (s₁ y - s₂ y))) hx
      (hw.mul hw).neg (fun y hy => ((hd y hy).fun_mul (hd y hy)).fun_neg)
      (fun y hy => by
        linarith [hprod y hy.1, mul_comm (s₁ y - s₂ y) (χ₁ y - χ₂ y)])
  rw [h0, sub_self, mul_zero, neg_zero] at key
  have hz : (χ₁ x - χ₂ x) * (χ₁ x - χ₂ x) = 0 :=
    le_antisymm (by linarith) (mul_self_nonneg _)
  exact sub_eq_zero.1 (mul_self_eq_zero.1 hz)

end

end ThomasFermiShooting
```

```lean
#print axioms ThomasFermiShooting.slope_gap
#print axioms ThomasFermiShooting.bounded_slope_unique
#print axioms ThomasFermiShooting.bounded_solution_unique
```

```
'ThomasFermiShooting.slope_gap' depends on axioms: [propext, Classical.choice, Quot.sound]
'ThomasFermiShooting.bounded_slope_unique' depends on axioms: [propext, Classical.choice, Quot.sound]
'ThomasFermiShooting.bounded_solution_unique' depends on axioms: [propext, Classical.choice, Quot.sound]
```

## Exact solutions, not integrator output

`IsTFSolutionOn X χ s` describes a solution together with its slope function `s`. The derivative is taken within the closed interval `Icc 0 X`, hence one-sided at the ends, and `s` is continuous there. For $X>0$, `s₁ 0` and `s₂ 0` are thus the true initial slopes $B_1$ and $B_2$. The differential equation is imposed only on the open interval `Ioo 0 X`, because $\chi''$ diverges at the nucleus when $\chi(0)>0$. `IsTFSolution` demands a solution on every interval with $X>0$. From `gap_nonneg` on, the theorems assume equal starting values, of which $\chi(0)=1$ is one case.

The proof follows the derivation above:

- `le_of_hasDerivAt_nonneg` turns a nonnegative derivative into an inequality between endpoint values, by the mean value theorem. Every step showing that a quantity is monotone in $x$ uses it.
- `tfSource_mono` and `gap_regular` supply the increasing source and the derivative of $w$; `gap_mul_slope_mono` combines them to show that $ww'$ never decreases.
- `gap_nonneg` finds the early positive point by the mean value theorem and the later zero by `intermediate_value_Icc'`.
- `slope_gap` proves $w'\ge\delta$, and `shooting_instability` integrates it to the linear bound.
- `higher_shot_unbounded` evaluates that bound at $x=(|M|+1)/\delta$ to exceed a given $M$. `bounded_slope_unique` applies it to either ordering of the slopes.
- `bounded_solution_unique` chooses a length $L$ with $2kL=(M_1+M_2)^2+1$, so that $w^2$ would outgrow its bound.

The results concern exact solutions in real arithmetic. They do not establish that a bounded solution exists, compute $B_*$, or control discretisation and rounding errors. The separation is bounded only from below, and the true growth can be much faster.

A shot above $B_*$ in fact blows up at finite $x$, by a growth estimate that the file does not contain. The premises of `higher_shot_unbounded` are therefore never met by an actual pair of solutions, and the theorem serves as a step towards uniqueness. For a trial curve in a code, the relevant statements are `shooting_instability` and, for the upward-turn test, `slope_gap`, applied on an interval that ends before the blow-up or at the first zero.
